# At fixed valence density, a smaller partial core never lowers the Slater exchange energy on a positively weighted grid

Suppose the exchange energy of an atom is computed from its valence density alone, and the exchange energy of the frozen core is added as a constant. Exchange is not linear in the density, so a term is lost wherever core and valence overlap. The lost term depends on the valence density and need not cancel when two configurations are compared. A partial core, a reduced core density added to the valence inside the functional, recovers some of it. Without a sign for the remaining error, one cannot say in which direction a reduced core shifts the energy.

For Slater exchange with a fixed valence density, and a partial core that nowhere exceeds the full one, the sign is definite: the exchange energy comes out too high or exact.

## Densities on a grid

The grid points form a finite type `ι`. Densities and quadrature weights are real functions on it, and their signs enter as hypotheses of the theorems.

```lean
import Mathlib

open Finset

namespace PartialCoreExchange

noncomputable section

variable {ι : Type*} [Fintype ι]
```

The exchange energy of a density $n$ with weights $w$ is

$$E(n) = -\sum_k w_k\, n_k^{4/3}.$$

The positive prefactor of Slater exchange is set to one, which affects no inequality below. The functional is spin-unpolarised, without gradient terms or correlation.

```lean
/-- Local exchange energy, in units of the Slater constant, of a density `n ≥ 0` on a grid
with weights `w`. -/
def exchange (w n : ι → ℝ) : ℝ := -∑ k, w k * n k ^ (4 / 3 : ℝ)
```

For valence $v$ and core $c$, the term lost by separate evaluation is

$$X_v(c) = E(v+c) - E(v) - E(c).$$

Here $X$ is only the core-valence part, not the whole exchange energy as in the common notation $E_x$. In Lean it is `coreValence w v c`.

```lean
/-- Core-valence exchange: the part of the exchange energy of valence `v` plus core `c` that is
missing from the sum of the separate energies. -/
def coreValence (w v c : ι → ℝ) : ℝ :=
  exchange w (v + c) - exchange w v - exchange w c
```

With a partial core $b$ in place of $c$, the valence is combined with $b$ only, and the core's own energy is corrected by a constant independent of the valence:

$$\tilde E_v(b) = E(v+b) + E(c) - E(b).$$

For $b=c$ this is the full-core energy $E(v+c)$. For $b=0$ it is the separated value $E(v)+E(c)$.

```lean
/-- Exchange energy with a partial core `b` in place of the full core `c`: the valence is
combined with `b` only, and the core's own energy is corrected by a constant independent
of the valence. -/
def partialCoreEnergy (w v c b : ι → ℝ) : ℝ :=
  exchange w (v + b) + (exchange w c - exchange w b)
```

## The same added density counts more on a larger background

Write $f(n) = n^{4/3}$, and let $0\le x<y$ and $t>0$. Both $t+x$ and $y$ lie strictly between $x$ and $t+y$. With

$$\alpha = \frac{y-x}{y-x+t}, \qquad \beta = \frac{t}{y-x+t}, \qquad \alpha+\beta=1,$$

one finds $\alpha x+\beta(t+y) = t+x$ and $\beta x+\alpha(t+y) = y$. Strict convexity of $f$ on $[0,\infty)$ gives

$$f(t+x) < \alpha f(x)+\beta f(t+y), \qquad f(y) < \beta f(x)+\alpha f(t+y).$$

Adding these yields $f(t+x)+f(y) < f(x)+f(t+y)$, that is,

$$f(t+x)-f(x) < f(t+y)-f(y).$$

In the code $\alpha$ and $\beta$ are called `a` and `b`; this local `b` is not the partial core. Mathlib supplies the convexity as `strictConvexOn_rpow`, `h1` and `h2` are the two inequalities, and the last `linarith` adds them.

```lean
/-- Adding a density `t > 0` raises `n^(4/3)` strictly more on the larger of two nonnegative
background densities `x < y`. -/
theorem increment_lt {x y t : ℝ} (hx : 0 ≤ x) (hxy : x < y) (ht : 0 < t) :
    (t + x) ^ (4 / 3 : ℝ) - x ^ (4 / 3 : ℝ) < (t + y) ^ (4 / 3 : ℝ) - y ^ (4 / 3 : ℝ) := by
  have hc : StrictConvexOn ℝ (Set.Ici 0) (fun n : ℝ => n ^ (4 / 3 : ℝ)) :=
    strictConvexOn_rpow (by norm_num)
  -- both `t + x` and `y` are mixtures of the end points `x` and `t + y`
  obtain ⟨a, b, ha, hb, hab, e1, e2⟩ : ∃ a b : ℝ, 0 < a ∧ 0 < b ∧ a + b = 1 ∧
      a * x + b * (t + y) = t + x ∧ b * x + a * (t + y) = y := by
    have hd : 0 < y - x := sub_pos.mpr hxy
    have hs : 0 < y - x + t := by linarith
    have hs' : y - x + t ≠ 0 := hs.ne'
    have hsum : (y - x) / (y - x + t) + t / (y - x + t) = 1 := by
      rw [← add_div, div_self hs']
    refine ⟨(y - x) / (y - x + t), t / (y - x + t), div_pos hd hs, div_pos ht hs, hsum, ?_, ?_⟩
    · rw [div_mul_eq_mul_div, div_mul_eq_mul_div, ← add_div, div_eq_iff hs']
      ring
    · rw [div_mul_eq_mul_div, div_mul_eq_mul_div, ← add_div, div_eq_iff hs']
      ring
  have hx' : x ∈ Set.Ici (0 : ℝ) := hx
  have hy' : t + y ∈ Set.Ici (0 : ℝ) := Set.mem_Ici.mpr (by linarith)
  have hne : x ≠ t + y := by linarith [hxy, ht] |> fun h : x < t + y => h.ne
  have h1 : (a * x + b * (t + y)) ^ (4 / 3 : ℝ)
      < a * x ^ (4 / 3 : ℝ) + b * (t + y) ^ (4 / 3 : ℝ) := hc.2 hx' hy' hne ha hb hab
  have h2 : (b * x + a * (t + y)) ^ (4 / 3 : ℝ)
      < b * x ^ (4 / 3 : ℝ) + a * (t + y) ^ (4 / 3 : ℝ) :=
    hc.2 hx' hy' hne hb ha (by linarith)
  rw [e1] at h1
  rw [e2] at h2
  -- the two convexity inequalities add up, since the weights sum to one
  have s1 : a * x ^ (4 / 3 : ℝ) + b * x ^ (4 / 3 : ℝ) = x ^ (4 / 3 : ℝ) := by
    rw [← add_mul, hab, one_mul]
  have s2 : a * (t + y) ^ (4 / 3 : ℝ) + b * (t + y) ^ (4 / 3 : ℝ) = (t + y) ^ (4 / 3 : ℝ) := by
    rw [← add_mul, hab, one_mul]
  linarith
```

If $x=y$ or $t=0$, the two increments are equal. The weak inequality therefore holds for all $0\le x\le y$ and $t\ge 0$, and the proof splits into these cases.

```lean
/-- Adding a density `t ≥ 0` raises `n^(4/3)` at least as much on the larger of two nonnegative
background densities `x ≤ y`. -/
theorem increment_le {x y t : ℝ} (hx : 0 ≤ x) (hxy : x ≤ y) (ht : 0 ≤ t) :
    (t + x) ^ (4 / 3 : ℝ) - x ^ (4 / 3 : ℝ) ≤ (t + y) ^ (4 / 3 : ℝ) - y ^ (4 / 3 : ℝ) := by
  rcases hxy.eq_or_lt with h | h
  · rw [h]
  · rcases ht.eq_or_lt with h' | h'
    · rw [← h']
      simp
    · exact (increment_lt hx h h').le
```

## Core-valence exchange falls as the core grows

In the difference of $X_v$ between two cores, $E(v)$ cancels:

$$X_v(b)-X_v(c) = \sum_k w_k\Big\{\big[f(v_k+c_k)-f(c_k)\big]-\big[f(v_k+b_k)-f(b_k)\big]\Big\}.$$

Each square bracket is the increment that the valence density produces on one of the cores. The identity is algebraic and needs no sign conditions.

```lean
/-- The change of core-valence exchange between two cores is a weighted sum of differences of
the increments that the valence density produces on each core. -/
theorem coreValence_sub (w v b c : ι → ℝ) :
    coreValence w v b - coreValence w v c =
      ∑ k, w k * (((v k + c k) ^ (4 / 3 : ℝ) - c k ^ (4 / 3 : ℝ))
        - ((v k + b k) ^ (4 / 3 : ℝ) - b k ^ (4 / 3 : ℝ))) := by
  simp only [coreValence, exchange, Pi.add_apply, mul_sub, Finset.sum_sub_distrib]
  ring
```

Now let $w_k\ge0$, $v_k\ge0$ and $0\le b_k\le c_k$ at every point. By the increment inequality with $t=v_k$, $x=b_k$ and $y=c_k$, every term of the sum is nonnegative, so $X_v(c)\le X_v(b)$. The empty core has $X_v(0)=E(v)-E(v)-E(0)=0$, and comparing it with $b$ gives $X_v(b)\le0$. Together,

$$X_v(c)\le X_v(b)\le 0.$$

The auxiliary statement `mono` is the comparison for any two ordered cores. It is used once for $b$ and $c$, and once for $0$ and $b$.

```lean
/-- For nonnegative weights, valence `v ≥ 0` and cores `0 ≤ b ≤ c`, core-valence exchange is
never positive for `b`, and for `c` it is at least as low as for `b`. -/
theorem coreValence_antitone {w v b c : ι → ℝ} (hw : ∀ k, 0 ≤ w k) (hv : ∀ k, 0 ≤ v k)
    (hb : ∀ k, 0 ≤ b k) (hbc : ∀ k, b k ≤ c k) :
    coreValence w v c ≤ coreValence w v b ∧ coreValence w v b ≤ 0 := by
  have mono : ∀ p q : ι → ℝ, (∀ k, 0 ≤ p k) → (∀ k, p k ≤ q k) →
      coreValence w v q ≤ coreValence w v p := by
    intro p q hp hpq
    rw [← sub_nonneg, coreValence_sub]
    exact Finset.sum_nonneg fun k _ =>
      mul_nonneg (hw k) (sub_nonneg.mpr (increment_le (hp k) (hpq k) (hv k)))
  -- the empty core has no core-valence exchange
  have h0 : coreValence w v 0 = 0 := by
    have hz : (0 : ℝ) ^ (4 / 3 : ℝ) = 0 := Real.zero_rpow (by norm_num)
    simp [coreValence, exchange, hz]
  exact ⟨mono b c hb hbc, h0 ▸ mono 0 b (fun _ => le_rfl) hb⟩
```

The weights cannot be arbitrary real numbers. On a single point with $w=-1$, $v=1$, $b=0$ and $c=1$, one has $X_v(b)=0$ but $X_v(c)=2^{4/3}-2\approx0.52$, and the order is reversed.

## Where the difference is strict

Let all weights be positive. If some point has $v_k>0$ and $b_k<c_k$, its term is positive by the strict increment inequality and the others are nonnegative, so $X_v(c)<X_v(b)$. If there is no such point, then everywhere $v_k=0$ or $b_k=c_k$, each term vanishes, and the two values agree. For a given valence density, a reduced core thus leaves the exchange energy exact if and only if core density has been removed only where there is no valence. The two directions of the proof use `Finset.sum_pos'` and `Finset.sum_eq_zero`.

```lean
/-- For positive weights, `v ≥ 0` and `0 ≤ b ≤ c`, the core-valence exchange of `c` is strictly
lower than that of `b` exactly when `b` is smaller than `c` at some grid point where `v` is
positive. -/
theorem coreValence_lt_iff {w v b c : ι → ℝ} (hw : ∀ k, 0 < w k) (hv : ∀ k, 0 ≤ v k)
    (hb : ∀ k, 0 ≤ b k) (hbc : ∀ k, b k ≤ c k) :
    coreValence w v c < coreValence w v b ↔ ∃ k, 0 < v k ∧ b k < c k := by
  rw [← sub_pos, coreValence_sub]
  constructor
  · intro h
    by_contra hne
    refine h.ne' (Finset.sum_eq_zero fun k _ => ?_)
    rcases (hv k).eq_or_lt with h1 | h1
    · rw [← h1]
      simp
    · rcases (hbc k).eq_or_lt with h2 | h2
      · rw [h2]
        ring
      · exact absurd ⟨k, h1, h2⟩ hne
  · rintro ⟨k, hk, hlt⟩
    exact Finset.sum_pos'
      (fun j _ => mul_nonneg (hw j).le
        (sub_nonneg.mpr (increment_le (hb j) (hbc j) (hv j))))
      ⟨k, Finset.mem_univ k, mul_pos (hw k) (sub_pos.mpr (increment_lt (hb k) hlt hk))⟩
```

## The partial-core energy between its two limits

From the definitions,

$$\tilde E_v(b) = E(v)+E(c)+X_v(b), \qquad E(v+c) = E(v)+E(c)+X_v(c).$$

The ordering of $X_v$, again for nonnegative weights, therefore becomes

$$E(v+c)\le\tilde E_v(b)\le E(v)+E(c).$$

After the definitions are unfolded, `linarith` does this rearrangement.

```lean
/-- For nonnegative weights, `v ≥ 0` and `0 ≤ b ≤ c`, the exchange energy with partial core `b`
lies between the full-core energy and the sum of separate valence and core energies. -/
theorem partialCoreEnergy_bounds {w v b c : ι → ℝ} (hw : ∀ k, 0 ≤ w k) (hv : ∀ k, 0 ≤ v k)
    (hb : ∀ k, 0 ≤ b k) (hbc : ∀ k, b k ≤ c k) :
    exchange w (v + c) ≤ partialCoreEnergy w v c b ∧
      partialCoreEnergy w v c b ≤ exchange w v + exchange w c := by
  obtain ⟨h1, h2⟩ := coreValence_antitone hw hv hb hbc
  unfold coreValence at h1 h2
  unfold partialCoreEnergy
  constructor <;> linarith
```

In a PAW calculation the exchange energy combines a term for the smooth density with one-centre terms that enter with both signs. The bounds concern one density on one grid and do not by themselves give a sign for the error of that combination. An ionic pseudopotential obtained by unscreening at a reference configuration already carries some core-valence exchange from that configuration. The model here leaves that contribution out, so neither the bounds nor the comparison in the next section gives by itself the sign of the error in such a calculation.

## The error grows with the valence density

The error of the partial core is $\tilde E_v(b)-E(v+c) = X_v(b)-X_v(c)$. Regrouped, it reads

$$\sum_k w_k\Big\{\big[f(v_k+c_k)-f(v_k+b_k)\big]-\big[f(c_k)-f(b_k)\big]\Big\}.$$

The first bracket is the increment from adding the missing core density $c_k-b_k$ to the background $v_k+b_k$. If the valence grows to $u_k\ge v_k$ at every point, this increment does not decrease, and the second bracket stays the same. Hence, for nonnegative weights,

$$\tilde E_v(b)-E(v+c)\le\tilde E_u(b)-E(u+c).$$

In the proof, `key` rewrites the error through `coreValence`, and `increment_le` is then applied point by point.

For electronic-structure energy differences this means that, in this exchange-only model with valence densities $v_k\le u_k$ at every point, $\tilde E_u(b)-\tilde E_v(b)$ is never below the full-core difference $E(u+c)-E(v+c)$. Both differences are at most zero, so a reduced core underestimates the magnitude of the difference or leaves it exact. An example is the removal of an electron with the other orbitals kept fixed. Two different valence densities with the same number of electrons are never ordered in this way on a grid with positive weights, so the result gives no sign for a promotion from one orbital to another.

```lean
/-- For nonnegative weights and cores `0 ≤ b ≤ c`, the error made by the partial core `b` does
not decrease when the valence density grows from `v ≥ 0` to `u ≥ v`. -/
theorem partialCore_error_mono {w v u b c : ι → ℝ} (hw : ∀ k, 0 ≤ w k) (hv : ∀ k, 0 ≤ v k)
    (hvu : ∀ k, v k ≤ u k) (hb : ∀ k, 0 ≤ b k) (hbc : ∀ k, b k ≤ c k) :
    partialCoreEnergy w v c b - exchange w (v + c) ≤
      partialCoreEnergy w u c b - exchange w (u + c) := by
  have key : ∀ n : ι → ℝ, partialCoreEnergy w n c b - exchange w (n + c) =
      coreValence w n b - coreValence w n c := by
    intro n
    unfold partialCoreEnergy coreValence
    ring
  rw [key, key, coreValence_sub, coreValence_sub]
  refine Finset.sum_le_sum fun k _ => mul_le_mul_of_nonneg_left ?_ (hw k)
  -- the missing core density `c - b` is now the added density
  have h := increment_le (add_nonneg (hv k) (hb k))
    (show v k + b k ≤ u k + b k by linarith [hvu k]) (sub_nonneg.mpr (hbc k))
  have e1 : c k - b k + (v k + b k) = v k + c k := by ring
  have e2 : c k - b k + (u k + b k) = u k + c k := by ring
  rw [e1, e2] at h
  linarith

end

end PartialCoreExchange
```

```lean
#print axioms PartialCoreExchange.coreValence_lt_iff
#print axioms PartialCoreExchange.partialCoreEnergy_bounds
#print axioms PartialCoreExchange.partialCore_error_mono
```

```
'PartialCoreExchange.coreValence_lt_iff' depends on axioms: [propext, Classical.choice, Quot.sound]
'PartialCoreExchange.partialCoreEnergy_bounds' depends on axioms: [propext, Classical.choice, Quot.sound]
'PartialCoreExchange.partialCore_error_mono' depends on axioms: [propext, Classical.choice, Quot.sound]
```
